# Perimetric coordinates and the integral of an exponential over the triangle-inequality domain

A configuration of two electrons around a nucleus at the origin is represented here by a bare triple of real numbers $(r_1, r_2, u)$: the two electron–nucleus distances and the electron–electron distance. The admissible triples are those that satisfy the three triangle inequalities

$$u \le r_1 + r_2,\qquad r_2 \le r_1 + u,\qquad r_1 \le r_2 + u .$$

Nonnegativity is not imposed separately, because adding the inequalities in pairs already gives it. For instance, the last two add up to $0 \le 2u$. Volume is measured by $dr_1\,dr_2\,du$, without the factor $r_1 r_2 u$ that comes from the electrons' positions in space. That factor belongs to the integrand and returns in the helium example at the end.

The perimetric coordinates of a triple are

$$x_0 = r_1 + r_2 - u,\qquad x_1 = r_1 - r_2 + u,\qquad x_2 = -r_1 + r_2 + u .$$

They map the triangle-inequality domain $T$ bijectively onto the octant $x_0, x_1, x_2 \ge 0$. For real $a, b, c$ with $a+b$, $b+c$ and $a+c$ all positive,

$$I(a,b,c) = \int_T e^{-(a r_1 + b r_2 + c u)}\,dr_1\,dr_2\,du = \frac{2}{(a+b)(b+c)(a+c)} ,$$

and the integral converges only under these three conditions.

## From triangle inequalities to three independent integrals

Adding the coordinates in pairs inverts the map:

$$r_1 = \frac{x_0+x_1}{2},\qquad r_2 = \frac{x_0+x_2}{2},\qquad u = \frac{x_1+x_2}{2}.$$

Substituting these back into the definitions returns $x_0, x_1, x_2$, so the map is a bijection of the whole space. The three triangle inequalities say precisely that $x_0 \ge 0$, $x_1 \ge 0$ and $x_2 \ge 0$, so $T$ corresponds to the octant.

The matrix of the map has determinant

$$\det\begin{pmatrix}1&1&-1\\1&-1&1\\-1&1&1\end{pmatrix} = 1\cdot(-2) - 1\cdot 2 + (-1)\cdot 0 = -4,$$

hence $dr_1\,dr_2\,du = \tfrac14\,dx_0\,dx_1\,dx_2$. The exponent separates:

$$a r_1 + b r_2 + c u = \delta_0 x_0 + \delta_1 x_1 + \delta_2 x_2,\qquad \delta_0 = \frac{a+b}{2},\quad \delta_1 = \frac{a+c}{2},\quad \delta_2 = \frac{b+c}{2}.$$

When the decay constants $\delta_i$ are positive, each one-dimensional integral is $\int_0^\infty e^{-\delta_i t}\,dt = 1/\delta_i$, and

$$I(a,b,c) = \frac14\cdot\frac{2}{a+b}\cdot\frac{2}{a+c}\cdot\frac{2}{b+c} = \frac{2}{(a+b)(b+c)(a+c)} .$$

If some $\delta_i \le 0$, its factor diverges. The other factors are positive or infinite, so the whole integral of this positive function diverges too.

The conditions have a direct physical reading. Increasing $x_0$ alone lengthens $r_1$ and $r_2$ at fixed $u$: the electrons leave the nucleus together, and $a+b$ governs the decay. Increasing $x_1$ removes electron 1 while $r_2$ stays fixed, and increasing $x_2$ removes electron 2 while $r_1$ stays fixed.

As a numerical instance, the triple $(3,4,5)$ has perimetric coordinates $(2,4,6)$, and the half-sums $3, 4, 5$ recover it. For $a=b=2$, $c=-1$ the decay constants are $2, \tfrac12, \tfrac12$, so the integral is $\tfrac14\cdot\tfrac12\cdot 2\cdot 2 = \tfrac12$. It converges although the weight grows with $u$.

## The domain, the coordinates and the weight in Lean

```lean
import Mathlib

open MeasureTheory

namespace PerimetricCoordinates

noncomputable section
```

A triple is a function `Fin 3 → ℝ`, with `r 0`, `r 1`, `r 2` standing for $r_1, r_2, u$. The domain consists of the three inequalities and nothing else. It includes its boundary, where the three particles are collinear.

```lean
/-- The triples `(r1, r2, u)` that satisfy the three triangle inequalities. -/
def triangleDomain : Set (Fin 3 → ℝ) :=
  {r | r 2 ≤ r 0 + r 1 ∧ r 1 ≤ r 0 + r 2 ∧ r 0 ≤ r 1 + r 2}
```

The target of the map is the closed octant.

```lean
/-- The closed octant of triples with nonnegative entries. -/
def octant : Set (Fin 3 → ℝ) := {x | ∀ i, 0 ≤ x i}
```

The entries of `perimetric r` are $x_0, x_1, x_2$ in the order used above.

```lean
/-- The perimetric coordinates `(r1 + r2 - u, r1 - r2 + u, -r1 + r2 + u)`. -/
def perimetric (r : Fin 3 → ℝ) : Fin 3 → ℝ :=
  ![r 0 + r 1 - r 2, r 0 - r 1 + r 2, -r 0 + r 1 + r 2]
```

The half-sum formulas define the candidate inverse.

```lean
/-- The distances `(r1, r2, u)` recovered from perimetric coordinates. -/
def distances (x : Fin 3 → ℝ) : Fin 3 → ℝ :=
  ![(x 0 + x 1) / 2, (x 0 + x 2) / 2, (x 1 + x 2) / 2]
```

The weight has real parameters of either sign.

```lean
/-- The exponential weight `exp (-(a r1 + b r2 + c u))`. -/
def weight (a b c : ℝ) (r : Fin 3 → ℝ) : ℝ :=
  Real.exp (-(a * r 0 + b * r 1 + c * r 2))
```

The decay constants $\delta_0, \delta_1, \delta_2$ are collected in one function, so that the product over coordinates can be written with an index.

```lean
/-- The decay constants of the weight along the three perimetric coordinates. -/
def decay (a b c : ℝ) : Fin 3 → ℝ := ![(a + b) / 2, (a + c) / 2, (b + c) / 2]
```

## Electron positions give admissible triples

The next theorem connects the abstract domain with geometry: for any positions $x$ and $y$ in three-dimensional Euclidean space, the triple $(\|x\|, \|y\|, \|x-y\|)$ lies in the domain. The first inequality is the norm inequality for $x-y$. The other two follow from writing $y = x-(x-y)$ and $x = y+(x-y)$.

```lean
/-- The distances of two electrons from a nucleus at the origin, together with their mutual
distance, satisfy the triangle inequalities. -/
theorem electron_distances_mem (x y : EuclideanSpace ℝ (Fin 3)) :
    ![‖x‖, ‖y‖, ‖x - y‖] ∈ triangleDomain := by
  have h1 : ‖y‖ ≤ ‖x‖ + ‖x - y‖ := by
    have h := norm_sub_le x (x - y)
    rwa [sub_sub_cancel] at h
  have h2 : ‖x‖ ≤ ‖y‖ + ‖x - y‖ := by
    have h := norm_add_le y (x - y)
    rwa [add_sub_cancel] at h
  exact ⟨norm_sub_le x y, h1, h2⟩
```

## The bijection

The first composition, from distances to perimetric coordinates and back, is checked entry by entry. After `fin_cases` selects an entry, `change` displays the formula and `ring` simplifies it.

```lean
/-- Passing to perimetric coordinates and back returns the original distances. -/
theorem distances_perimetric (r : Fin 3 → ℝ) : distances (perimetric r) = r := by
  funext i
  fin_cases i
  · change (r 0 + r 1 - r 2 + (r 0 - r 1 + r 2)) / 2 = r 0
    ring
  · change (r 0 + r 1 - r 2 + (-r 0 + r 1 + r 2)) / 2 = r 1
    ring
  · change (r 0 - r 1 + r 2 + (-r 0 + r 1 + r 2)) / 2 = r 2
    ring
```

`Set.BijOn` combines three statements: the map sends the domain into the octant, it is injective there, and every point of the octant is reached. Injectivity follows from the left inverse just established. The first and third parts are the equivalence of the inequalities, read in its two directions and settled by `linarith`. For the third, the preimage of `x` is `distances x`, and `hright` confirms that it maps back to `x`.

```lean
/-- The perimetric map sends the triangle-inequality domain bijectively onto the
nonnegative octant. -/
theorem perimetric_bijOn : Set.BijOn perimetric triangleDomain octant := by
  have hright : ∀ x, perimetric (distances x) = x := by
    intro x
    funext i
    fin_cases i
    · change (x 0 + x 1) / 2 + (x 0 + x 2) / 2 - (x 1 + x 2) / 2 = x 0
      ring
    · change (x 0 + x 1) / 2 - (x 0 + x 2) / 2 + (x 1 + x 2) / 2 = x 1
      ring
    · change -((x 0 + x 1) / 2) + (x 0 + x 2) / 2 + (x 1 + x 2) / 2 = x 2
      ring
  refine ⟨?_, (Function.LeftInverse.injective distances_perimetric).injOn, ?_⟩
  · rintro r ⟨h0, h1, h2⟩
    change ∀ i, 0 ≤ perimetric r i
    intro i
    fin_cases i
    · change 0 ≤ r 0 + r 1 - r 2
      linarith
    · change 0 ≤ r 0 - r 1 + r 2
      linarith
    · change 0 ≤ -r 0 + r 1 + r 2
      linarith
  · intro x hx
    have h0 : 0 ≤ x 0 := hx 0
    have h1 : 0 ≤ x 1 := hx 1
    have h2 : 0 ≤ x 2 := hx 2
    refine ⟨distances x, ⟨?_, ?_, ?_⟩, hright x⟩
    · change (x 1 + x 2) / 2 ≤ (x 0 + x 1) / 2 + (x 0 + x 2) / 2
      linarith
    · change (x 0 + x 2) / 2 ≤ (x 0 + x 1) / 2 + (x 1 + x 2) / 2
      linarith
    · change (x 0 + x 1) / 2 ≤ (x 0 + x 2) / 2 + (x 1 + x 2) / 2
      linarith
```

## The factor one quarter

The change of variables is stated for every real-valued function `f` on triples, not only for exponentials. If `f` is not integrable over the domain, both sides are $0$ by Lean's convention, and the formula has content only for integrable `f`. The proof writes the perimetric map as the matrix `M` with determinant $-4$. In `hmap`, the image of Lebesgue measure under this map is one quarter of Lebesgue measure. In `hpre`, the bijection identifies the preimage of the octant with the triangle domain. Transporting the integral along the map then gives the formula, since `distances` undoes `perimetric` inside the integrand.

```lean
/-- Change of variables: an integral over the triangle-inequality domain is one quarter of
the integral over the octant of perimetric coordinates. -/
theorem integral_triangleDomain (f : (Fin 3 → ℝ) → ℝ) :
    ∫ r in triangleDomain, f r = 1 / 4 * ∫ x in octant, f (distances x) := by
  let M : Matrix (Fin 3) (Fin 3) ℝ := !![1, 1, -1; 1, -1, 1; -1, 1, 1]
  have hdet : M.det = -4 := by
    simp [M, Matrix.det_fin_three]
    norm_num
  have hlin : perimetric = ⇑(Matrix.toLin' M) := by
    funext r i
    fin_cases i <;>
      simp [M, perimetric, Matrix.toLin'_apply, Matrix.mulVec, dotProduct,
        Fin.sum_univ_three] <;> ring
  have hinj : Function.Injective perimetric :=
    Function.LeftInverse.injective distances_perimetric
  have hcont : Continuous perimetric := by
    rw [hlin]
    exact (Matrix.toLin' M).continuous_of_finiteDimensional
  -- the map has determinant -4, so the image of Lebesgue measure carries the factor 1/4
  have habs : |(-4 : ℝ)⁻¹| = 1 / 4 := by
    rw [abs_of_neg] <;> norm_num
  have hmap : Measure.map perimetric volume
      = ENNReal.ofReal (1 / 4) • (volume : Measure (Fin 3 → ℝ)) := by
    rw [hlin, Real.map_matrix_volume_pi_eq_smul_volume_pi (by rw [hdet]; norm_num),
      hdet, habs]
  have hpre : perimetric ⁻¹' octant = triangleDomain := by
    rw [← perimetric_bijOn.image_eq, Set.preimage_image_eq _ hinj]
  have h := (hcont.measurableEmbedding hinj).setIntegral_map (μ := volume)
    (fun x => f (distances x)) octant
  rw [hmap, Measure.restrict_smul, integral_smul_measure, hpre] at h
  simp only [distances_perimetric] at h
  rw [← h, ENNReal.toReal_ofReal (by norm_num), smul_eq_mul]
```

## Separation and the closed form

The step `hw` is the separation of the exponent, with the exponential of a sum turned into a product. The octant is then recognised as a product of three half-lines, over which the integral of a product of one-variable functions is the product of their integrals. The last line passes from $[0,\infty)$ to $(0,\infty)$, which differ by a single point.

The theorem has no positivity hypotheses. Lean gives the integral of a non-integrable function the value $0$, and in the divergent case both sides are $0$.

```lean
/-- In perimetric coordinates the integral of the exponential weight separates into three
one-dimensional integrals. -/
theorem integral_weight_factorises (a b c : ℝ) :
    ∫ r in triangleDomain, weight a b c r
      = 1 / 4 * ∏ i, ∫ t in Set.Ioi (0 : ℝ), Real.exp (-(decay a b c i * t)) := by
  have hw : ∀ x, weight a b c (distances x)
      = ∏ i, Real.exp (-(decay a b c i * x i)) := by
    intro x
    rw [← Real.exp_sum, Fin.sum_univ_three]
    change Real.exp (-(a * ((x 0 + x 1) / 2) + b * ((x 0 + x 2) / 2)
      + c * ((x 1 + x 2) / 2))) = Real.exp (-((a + b) / 2 * x 0)
      + -((a + c) / 2 * x 1) + -((b + c) / 2 * x 2))
    congr 1
    ring
  have hoct : octant = Set.univ.pi (fun _ : Fin 3 => Set.Ici (0 : ℝ)) := by
    ext x
    exact ⟨fun h i _ => h i, fun h i => h i (Set.mem_univ i)⟩
  rw [integral_triangleDomain]
  simp only [hw]
  rw [hoct, volume_pi, Measure.restrict_pi_pi,
    integral_fintype_prod_eq_prod (f := fun i t => Real.exp (-(decay a b c i * t)))]
  simp only [integral_Ici_eq_integral_Ioi]
```

With the three sums positive, `h1` evaluates each factor by rescaling $\int_0^\infty e^{-t}\,dt = 1$. What remains is the arithmetic that combines $\tfrac14$ with the three inverse decay constants.

```lean
/-- The integral of `exp (-(a r1 + b r2 + c u))` over the triangle-inequality domain is
`2 / ((a + b) (b + c) (a + c))` when the three pairwise sums are positive. -/
theorem integral_weight {a b c : ℝ} (hab : 0 < a + b) (hbc : 0 < b + c) (hac : 0 < a + c) :
    ∫ r in triangleDomain, weight a b c r = 2 / ((a + b) * (b + c) * (a + c)) := by
  have h1 : ∀ p : ℝ, 0 < p → ∫ t in Set.Ioi (0 : ℝ), Real.exp (-(p * t)) = p⁻¹ := by
    intro p hp
    have h := integral_comp_mul_left_Ioi (fun t => Real.exp (-t)) 0 hp
    rw [mul_zero, integral_exp_neg_Ioi_zero, smul_eq_mul, mul_one] at h
    exact h
  rw [integral_weight_factorises, Fin.prod_univ_three,
    h1 (decay a b c 0) (half_pos hab), h1 (decay a b c 1) (half_pos hac),
    h1 (decay a b c 2) (half_pos hbc)]
  change 1 / 4 * (((a + b) / 2)⁻¹ * ((a + c) / 2)⁻¹ * ((b + c) / 2)⁻¹) = _
  have := hab.ne'
  have := hbc.ne'
  have := hac.ne'
  field_simp
  norm_num
```

## Convergence exactly when the three sums are positive

`IntegrableOn` expresses convergence of the integral over the domain. Suppose first that the weight is integrable. The domain has positive volume, because otherwise the case $a=b=c=1$ would give $0$ and not $\tfrac14$. A positive integrable function on such a domain has a positive integral, so none of the three factors vanishes. If some $\delta_i$ were nonpositive, its integrand would be at least $1$ on the whole half-line. It would then fail to be integrable, and its factor would be zero, a contradiction. In the other direction, the closed form is a positive number, which a non-integrable weight could not produce.

```lean
/-- The exponential weight is integrable over the triangle-inequality domain exactly when
the three pairwise sums of its exponents are positive. -/
theorem integrableOn_weight_iff (a b c : ℝ) :
    IntegrableOn (weight a b c) triangleDomain ↔ 0 < a + b ∧ 0 < b + c ∧ 0 < a + c := by
  constructor
  · intro hint
    -- the domain has positive volume, since the weight with a = b = c = 1 has integral 1/4
    have hne : volume.restrict triangleDomain ≠ 0 := by
      intro h0
      have h := integral_weight (a := 1) (b := 1) (c := 1)
        (by norm_num) (by norm_num) (by norm_num)
      rw [h0, integral_zero_measure] at h
      norm_num at h
    have : NeZero (volume.restrict triangleDomain) := ⟨hne⟩
    have hpos : 0 < ∫ r in triangleDomain, weight a b c r :=
      integral_exp_pos (f := fun r : Fin 3 → ℝ => -(a * r 0 + b * r 1 + c * r 2)) hint
    rw [integral_weight_factorises] at hpos
    have hprod := Finset.prod_ne_zero_iff.1 (right_ne_zero_of_mul hpos.ne')
    -- a factor without decay would diverge
    have key : ∀ i, 0 < decay a b c i := by
      intro i
      by_contra hp
      have hp' : decay a b c i ≤ 0 := not_lt.1 hp
      refine hprod i (Finset.mem_univ i) (integral_undef fun hi => ?_)
      have hone : Integrable (fun _ : ℝ => (1 : ℝ)) (volume.restrict (Set.Ioi 0)) := by
        refine hi.mono' aestronglyMeasurable_const
          ((ae_restrict_mem measurableSet_Ioi).mono fun t ht => ?_)
        have ht' : 0 < t := ht
        rw [norm_one]
        exact Real.one_le_exp (by nlinarith)
      rcases integrable_const_iff.1 hone with h0 | hfin
      · exact one_ne_zero h0
      · have h := hfin.measure_univ_lt_top
        simp at h
    have k0 : 0 < (a + b) / 2 := key 0
    have k1 : 0 < (a + c) / 2 := key 1
    have k2 : 0 < (b + c) / 2 := key 2
    exact ⟨by linarith, by linarith, by linarith⟩
  · rintro ⟨hab, hbc, hac⟩
    by_contra hn
    have h := integral_weight hab hbc hac
    rw [integral_undef hn] at h
    have hpos : 0 < 2 / ((a + b) * (b + c) * (a + c)) := by positivity
    linarith

end

end PerimetricCoordinates
```

```lean
#print axioms PerimetricCoordinates.electron_distances_mem
#print axioms PerimetricCoordinates.integral_triangleDomain
#print axioms PerimetricCoordinates.integrableOn_weight_iff
```

```
'PerimetricCoordinates.electron_distances_mem' depends on axioms: [propext, Classical.choice, Quot.sound]
'PerimetricCoordinates.integral_triangleDomain' depends on axioms: [propext, Classical.choice, Quot.sound]
'PerimetricCoordinates.integrableOn_weight_iff' depends on axioms: [propext, Classical.choice, Quot.sound]
```

## The electron repulsion in a helium-like atom

In a variational calculation for a two-electron atom with a fixed nucleus and a trial function that is a polynomial in the three distances times the exponential of a linear combination of them, $I(a,b,c)$ serves as a generating function for matrix elements. Integrating out the angles turns the six-dimensional volume element into $8\pi^2 r_1 r_2 u\,dr_1\,dr_2\,du$. Each power of $r_1$, $r_2$ or $u$ in the integrand is then produced by applying $-\partial_a$, $-\partial_b$ or $-\partial_c$ to $I$. The angular reduction and the differentiation under the integral are standard steps added here to the checked formula.

Take the uncorrelated function $e^{-\zeta(r_1+r_2)}$ with $\zeta > 0$, in atomic units. Its square has $a=b=2\zeta$ and $c=0$. The repulsion $1/u$ cancels the factor $u$ in the volume element, so the required integral is $8\pi^2\,\partial_a\partial_b I$. At $c=0$ we have $I = 2/D$ with $D = ab(a+b)$, and

$$\partial_a\partial_b\frac{2}{D} = \frac{4\,(\partial_a D)(\partial_b D)}{D^3} - \frac{2\,\partial_a\partial_b D}{D^2}.$$

At $a=b=s$ the ingredients are $D = 2s^3$, $\partial_a D = \partial_b D = 3s^2$ and $\partial_a\partial_b D = 4s$. The result is

$$\frac{36\,s^4}{8\,s^9} - \frac{8\,s}{4\,s^6} = \frac{5}{2\,s^5},$$

which equals $5/(64\,\zeta^5)$ for $s = 2\zeta$. The norm integral is the product of two one-electron integrals, $(\pi/\zeta^3)^2$. The expectation value of the repulsion is therefore

$$\left\langle \frac1u \right\rangle = \frac{8\pi^2\cdot 5/(64\,\zeta^5)}{\pi^2/\zeta^6} = \frac{5}{8}\,\zeta .$$

With a correlated factor $e^{-\gamma u}$ in the trial function, the repulsion integral is still $8\pi^2\,\partial_a\partial_b I$, now evaluated at $c = 2\gamma$. The norm integral no longer splits into one-electron integrals for $\gamma \ne 0$; it is $-8\pi^2\,\partial_a\partial_b\partial_c I$ at the same point. The function stays square-integrable for negative $\gamma$ as long as $\zeta + \gamma > 0$.
